# The Creutz equality for a bijective trajectory map on a finite phase space

Let $x$ be a phase-space point (all coordinates and momenta together), $H(x)$ its energy in units of the temperature, and $T$ the map that carries $x$ to the end of a trajectory. The letter $T$ never means temperature here. Hybrid Monte Carlo proposes moves by integrating Hamilton's equations with a finite time step, so the energy changes by $\Delta H(x)=H(Tx)-H(x)$. The question is what equilibrium statistics says about this error when $T$ is a bijection. The phase space is taken to be finite, so averages are sums.

```lean
import Mathlib

open Finset

namespace HybridMonteCarlo

noncomputable section

variable {X : Type*} [Fintype X]
```

`X` is the finite set of phase-space points. No dynamics is built in: `T` will be any map from `X` to itself, and what is needed of it appears as a hypothesis.

## Boltzmann averages and the energy change

```lean
/-- The partition function: the sum of `exp (-H x)` over all phase-space points,
with `H` in units of the temperature. -/
def partitionFunction (H : X → ℝ) : ℝ := ∑ x, Real.exp (-H x)
```

This is $Z=\sum_x e^{-H(x)}$. The type `X → ℝ` says that `H` assigns a real number to each point.

```lean
/-- The Boltzmann probability of the point `x` of a finite nonempty phase space. -/
def boltzmann (H : X → ℝ) (x : X) : ℝ := Real.exp (-H x) / partitionFunction H
```

This is $p(x)=e^{-H(x)}/Z$.

```lean
/-- The mean of an observable `f` over the Boltzmann distribution of `H`. -/
def mean (H : X → ℝ) (f : X → ℝ) : ℝ := ∑ x, boltzmann H x * f x
```

`mean H f` is the thermal average $\langle f\rangle=\sum_x p(x)f(x)$. The first argument fixes the distribution, the second is the observable.

```lean
/-- The energy change when the trajectory map `T` moves the point `x` to `T x`. -/
def energyChange (H : X → ℝ) (T : X → X) (x : X) : ℝ := H (T x) - H x
```

`energyChange H T x` is $\Delta H(x)$, end point minus starting point.

```lean
/-- The partition function of a finite nonempty phase space is positive. -/
theorem partitionFunction_pos [Nonempty X] (H : X → ℝ) : 0 < partitionFunction H :=
  Finset.sum_pos (fun x _ => Real.exp_pos (-H x)) Finset.univ_nonempty
```

In each theorem below, its own hypotheses stand before the first colon that is outside all brackets, the claim after that colon, and the proof after `:=`. Here `[Nonempty X]` assumes at least one point, and $Z>0$ because it is then a nonempty sum of positive exponentials.

```lean
/-- Every point of a finite phase space has positive Boltzmann probability. -/
theorem boltzmann_pos (H : X → ℝ) (x : X) : 0 < boltzmann H x := by
  have : Nonempty X := ⟨x⟩
  exact div_pos (Real.exp_pos _) (partitionFunction_pos H)
```

Hence $p(x)>0$, as a quotient of positive numbers. The point `x` itself shows that `X` is nonempty.

```lean
/-- The Boltzmann probabilities on a finite nonempty phase space sum to one. -/
theorem sum_boltzmann [Nonempty X] (H : X → ℝ) : ∑ x, boltzmann H x = 1 := by
  simp only [boltzmann]
  rw [← Finset.sum_div]
  exact div_self (partitionFunction_pos H).ne'
```

Normalisation follows by taking the common denominator out of the sum: $\sum_x p(x)=Z/Z=1$.

## Reweighting and the equality

```lean
/-- The factor `exp (-ΔH)` turns the Boltzmann probability of the starting point
into that of the end point. -/
theorem boltzmann_move (H : X → ℝ) (T : X → X) (x : X) :
    boltzmann H x * Real.exp (-energyChange H T x) = boltzmann H (T x) := by
  have e : -H x + -(H (T x) - H x) = -H (T x) := by ring
  unfold boltzmann energyChange
  rw [div_mul_eq_mul_div, ← Real.exp_add, e]
```

For any map $T$,

$$p(x)\,e^{-\Delta H(x)}=\frac{e^{-H(x)-H(Tx)+H(x)}}{Z}=\frac{e^{-H(Tx)}}{Z}=p(Tx).$$

The line `e` is the cancellation in the exponent, and `Real.exp_add` merges the two exponentials.

```lean
/-- Reweighting: for a bijective trajectory map, an observable measured at the end point
and weighted by `exp (-ΔH)` has the Boltzmann mean of that observable. -/
theorem mean_reweighted (H : X → ℝ) {T : X → X} (hT : Function.Bijective T) (f : X → ℝ) :
    mean H (fun x => f (T x) * Real.exp (-energyChange H T x)) = mean H f := by
  unfold mean
  rw [← hT.sum_comp (fun x => boltzmann H x * f x)]
  refine Finset.sum_congr rfl fun x _ => ?_
  linear_combination f (T x) * boltzmann_move H T x
```

Now $T$ must be bijective, which is the discrete form of volume preservation. For any observable $f$,

$$\sum_x p(x)\,f(Tx)\,e^{-\Delta H(x)}=\sum_x p(Tx)\,f(Tx)=\sum_y p(y)\,f(y)=\langle f\rangle.$$

The second step sets $y=Tx$, which visits every point exactly once. In Lean, `hT.sum_comp` does this relabelling, starting from the right-hand side. `Finset.sum_congr` then compares the sums term by term, and `linear_combination` supplies the previous identity multiplied by $f(Tx)$.

```lean
/-- Creutz equality: for a bijective trajectory map on a finite nonempty phase space,
the Boltzmann mean of `exp (-ΔH)` is one. -/
theorem creutz_equality [Nonempty X] (H : X → ℝ) {T : X → X} (hT : Function.Bijective T) :
    mean H (fun x => Real.exp (-energyChange H T x)) = 1 := by
  have h := mean_reweighted H hT (fun _ => 1)
  simpa only [mean, one_mul, mul_one, sum_boltzmann] using h
```

Setting $f=1$ gives the Creutz equality,

$$\langle e^{-\Delta H}\rangle=\sum_x p(x)=1.$$

The `simpa` line removes the factors of one and uses normalisation. Nothing is assumed about the size of $\Delta H$, so the integration may be crude as long as the map is bijective.

The equality is normally used for continuous coordinates and momenta. The step from this model to that setting is the replacement of the sum by an integral, where the relabelling becomes a change of variables and $T$ must have a Jacobian of absolute value one.

## The sign of the mean energy change

```lean
/-- For a bijective trajectory map on a finite nonempty phase space, the mean energy change
equals the mean of `exp (-ΔH) - (1 - ΔH)`. -/
theorem mean_energyChange_eq [Nonempty X] (H : X → ℝ) {T : X → X}
    (hT : Function.Bijective T) :
    mean H (energyChange H T) =
      mean H (fun x => Real.exp (-energyChange H T x) - (1 - energyChange H T x)) := by
  have h1 := creutz_equality H hT
  have h2 := sum_boltzmann H
  simp only [mean] at h1 ⊢
  simp only [mul_sub, mul_one, Finset.sum_sub_distrib]
  linarith
```

By linearity, normalisation and the equality,

$$\langle e^{-\Delta H}-(1-\Delta H)\rangle=1-1+\langle\Delta H\rangle=\langle\Delta H\rangle.$$

The proof splits the sum in the same way, and `linarith` combines the two known values.

```lean
/-- For a bijective trajectory map on a finite nonempty phase space, the mean energy change
is nonnegative, and it is zero exactly when the map conserves the energy of every point. -/
theorem mean_energyChange_nonneg_and_eq_zero_iff [Nonempty X] (H : X → ℝ) {T : X → X}
    (hT : Function.Bijective T) :
    0 ≤ mean H (energyChange H T) ∧
      (mean H (energyChange H T) = 0 ↔ ∀ x, H (T x) = H x) := by
  -- the exponential lies above its tangent line, so every term is nonnegative
  have hterm : ∀ x ∈ (Finset.univ : Finset X), 0 ≤ boltzmann H x *
      (Real.exp (-energyChange H T x) - (1 - energyChange H T x)) := fun x _ =>
    mul_nonneg (boltzmann_pos H x).le
      (by linarith [Real.add_one_le_exp (-energyChange H T x)])
  refine ⟨?_, ?_, ?_⟩
  · rw [mean_energyChange_eq H hT]
    exact Finset.sum_nonneg hterm
  · intro h x
    rw [mean_energyChange_eq H hT] at h
    have hx := (Finset.sum_eq_zero_iff_of_nonneg hterm).mp h x (Finset.mem_univ x)
    have hz := (mul_eq_zero.mp hx).resolve_left (boltzmann_pos H x).ne'
    -- the tangent line touches the exponential only at zero energy change
    by_contra hne
    have hd : -energyChange H T x ≠ 0 := neg_ne_zero.mpr (sub_ne_zero.mpr hne)
    linarith [Real.add_one_lt_exp hd]
  · intro h
    simp [mean, energyChange, h]
```

The symbol `∧` means "and", `↔` "if and only if", and `∀` "for all". The theorem says that $\langle\Delta H\rangle\ge 0$, with equality exactly when $H(Tx)=H(x)$ at every point.

By hand, use $e^u\ge 1+u$ with $u=-\Delta H(x)$. Each term $p(x)\,[e^{-\Delta H(x)}-(1-\Delta H(x))]$ is then nonnegative, which is `hterm`, and so is the sum. If the sum vanishes, every term vanishes. Since $p(x)>0$, the bracket must be zero, and because $e^u>1+u$ for $u\neq 0$, this forces $\Delta H(x)=0$. Conversely, if $H$ is conserved everywhere, the mean is a sum of zeros. The three bullets in the proof are these three arguments.

For hybrid Monte Carlo simulation this means that, in equilibrium and within the finite model, a bijective integrator that fails to conserve the energy raises it on average.

## Acceptance for a self-inverse trajectory

```lean
/-- For a trajectory map that is its own inverse, the mean Metropolis acceptance
`min 1 (exp (-ΔH))` is the probability of `ΔH ≤ 0` plus the probability of `ΔH < 0`. -/
theorem mean_acceptance (H : X → ℝ) {T : X → X} (hT : Function.Involutive T) :
    mean H (fun x => min 1 (Real.exp (-energyChange H T x))) =
      mean H (fun x => if energyChange H T x ≤ 0 then 1 else 0) +
      mean H (fun x => if energyChange H T x < 0 then 1 else 0) := by
  have flip : ∀ x, energyChange H T (T x) = -energyChange H T x := by
    intro x
    simp only [energyChange, hT x]
    ring
  -- downhill moves are the reversed uphill moves
  have key : ∑ x, boltzmann H x * (if energyChange H T x < 0 then (1 : ℝ) else 0) =
      ∑ x, boltzmann H (T x) * (if 0 < energyChange H T x then (1 : ℝ) else 0) := by
    rw [← hT.bijective.sum_comp
      (fun x => boltzmann H x * (if energyChange H T x < 0 then (1 : ℝ) else 0))]
    refine Finset.sum_congr rfl fun x _ => ?_
    simp only [flip, neg_lt_zero]
  simp only [mean]
  rw [key, ← Finset.sum_add_distrib]
  refine Finset.sum_congr rfl fun x _ => ?_
  rw [← boltzmann_move H T x]
  rcases le_or_gt (energyChange H T x) 0 with h | h
  · rw [min_eq_left (Real.one_le_exp (by linarith)), if_pos h, if_neg (not_lt_of_ge h)]
    ring
  · rw [min_eq_right (Real.exp_le_one_iff.mpr (by linarith)), if_neg (not_le_of_gt h),
      if_pos h]
    ring
```

`Function.Involutive T` means $T(Tx)=x$. A reversible trajectory followed by a reversal of the momenta has this property. Then $\Delta H(Tx)=-\Delta H(x)$, which is `flip`.

Write $\mathbf 1[\cdot]$ for the quantity that is 1 if the condition holds and 0 otherwise, and $P$ for Boltzmann probability. Relabelling by $T$ gives `key`, the first equality in

$$P(\Delta H<0)=\sum_x p(Tx)\,\mathbf 1[\Delta H(x)>0]=\sum_x p(x)\,e^{-\Delta H(x)}\,\mathbf 1[\Delta H(x)>0].$$

The Metropolis acceptance $\min(1,e^{-\Delta H})$ is 1 for $\Delta H\le 0$ and $e^{-\Delta H}$ otherwise. Averaging the two cases gives

$$\langle\min(1,e^{-\Delta H})\rangle=P(\Delta H\le 0)+P(\Delta H<0).$$

The `rcases` line makes the same division into cases.

## A map that merges two states

```lean
/-- On two states with energies 1 and 0, the map sending both states to the lower one
has a negative mean energy change. -/
theorem mean_energyChange_neg_of_collapse :
    mean (fun b : Bool => if b then (1 : ℝ) else 0)
      (energyChange (fun b : Bool => if b then (1 : ℝ) else 0) (fun _ => false)) < 0 := by
  have h := boltzmann_pos (fun b : Bool => if b then (1 : ℝ) else 0) true
  have e : mean (fun b : Bool => if b then (1 : ℝ) else 0)
      (energyChange (fun b : Bool => if b then (1 : ℝ) else 0) (fun _ => false)) =
      -boltzmann (fun b : Bool => if b then (1 : ℝ) else 0) true := by
    simp [mean, energyChange]
  rw [e]
  linarith

end

end HybridMonteCarlo
```

`Bool` supplies two states: `true` with energy 1 and `false` with energy 0. The map sends both to `false`, so $\Delta H$ is $-1$ and $0$ respectively, and

$$\langle\Delta H\rangle=-p(\mathtt{true})=-\frac{1}{e+1}\approx-0.27.$$

So $\langle\Delta H\rangle\ge 0$ can fail when $T$ is not bijective.

## One trajectory in a lattice simulation

For a lattice field $q$ with action $S(q)$ and momenta $\pi$, the energy is $H=\tfrac12\sum_i\pi_i^2+S(q)$. The program draws each $\pi_i$ from a normal distribution of unit variance, evaluates $H$, runs a number of leapfrog steps and evaluates $H$ again. If the values are 1520.3 and 1520.8, then $\Delta H=0.5$ and the new field is accepted with probability $e^{-0.5}\approx 0.61$. If the energy has fallen, it is accepted with certainty. Once the chain has equilibrated, the average of $e^{-\Delta H}$ over all proposed trajectories, accepted or rejected, estimates the mean in the Creutz equality.

```lean
#print axioms HybridMonteCarlo.creutz_equality
-- 'HybridMonteCarlo.creutz_equality' depends on axioms: [propext, Classical.choice, Quot.sound]
#print axioms HybridMonteCarlo.mean_energyChange_nonneg_and_eq_zero_iff
-- 'HybridMonteCarlo.mean_energyChange_nonneg_and_eq_zero_iff' depends on axioms: [propext, Classical.choice, Quot.sound]
#print axioms HybridMonteCarlo.mean_acceptance
-- 'HybridMonteCarlo.mean_acceptance' depends on axioms: [propext, Classical.choice, Quot.sound]
#print axioms HybridMonteCarlo.mean_energyChange_neg_of_collapse
-- 'HybridMonteCarlo.mean_energyChange_neg_of_collapse' depends on axioms: [propext, Classical.choice, Quot.sound]
```
